# Uniqueness of the secular dipolar coupling of two spins 1/2

Let \(\mathbf n\) be a real unit vector, and let \(\mathbf I_1,\mathbf I_2\) be the spin operators of two spins 1/2, in units of \(\hbar\). Write

\[
D=\mathbf I_1\cdot\mathbf I_2-3(\mathbf I_1\cdot\mathbf n)(\mathbf I_2\cdot\mathbf n),\qquad
S=3I_{1z}I_{2z}-\mathbf I_1\cdot\mathbf I_2,\qquad F_z=I_{1z}+I_{2z}.
\]

Then \(\tfrac12(1-3n_z^2)\,S\) is the only \(4\times4\) matrix that commutes with \(F_z\) and agrees with \(D\) in every entry joining product states of equal total projection. Take \(z\) along the static field and \(\mathbf n\) along the line joining the two nuclei. For an isolated pair of like spins at fixed separation and orientation, this matrix times the dipolar constant \(\mu_0\gamma^2\hbar^2/(4\pi r^3)\), an energy in which \(\gamma\) is the gyromagnetic ratio and \(r\) the separation, is then the dipolar term kept to first order in a high-field NMR spectrum.

## Derivation from the matrix entries

Label product states by \(p,q\), with total projections \(M_p,M_q\). Since \(F_z\) is diagonal,

\[
(AF_z-F_zA)_{pq}=(M_q-M_p)A_{pq}.
\]

So \(A\) commutes with \(F_z\) exactly when its entries with \(M_p\neq M_q\) vanish. The conditions on the matrix therefore fix all its entries, which gives uniqueness. It remains to show that \(\tfrac12(1-3n_z^2)S\) meets them.

**\(S\) commutes with \(F_z\).** An entry that flips one spin only is zero, because each term of \(S\) contains the same component for both spins, and that component is either diagonal or purely off-diagonal. The entry between \(\uparrow\uparrow\) and \(\downarrow\downarrow\) is \(-\left[\tfrac14+(\mp\tfrac i2)^2\right]=0\).

**The entries with equal projection.** Write \(D=\sum_{ab}T_{ab}I_{1a}I_{2b}\) with \(T_{ab}=\delta_{ab}-3n_an_b\). This tensor is symmetric, and its trace is \(3-3|\mathbf n|^2=0\). Equal projection leaves the four diagonal entries and the two flip-flop entries.

On the diagonal only \(I_z\) contributes: \(D\) gives \(T_{zz}m_1m_2\) and \(S\) gives \(2m_1m_2\), where \(m_1,m_2=\pm\tfrac12\) are the projections of the two spins. For the flip-flop entry,

\[
\langle\uparrow\downarrow|D|\downarrow\uparrow\rangle
=\tfrac14(T_{xx}+T_{yy})+\tfrac i4(T_{xy}-T_{yx})=-\tfrac14T_{zz},
\]

by zero trace and symmetry, while \(S\) gives \(-\tfrac12\). The other flip-flop entry differs only in the sign of \(i\). In every case the ratio is \(T_{zz}/2=(1-3n_z^2)/2\).

**Two special orientations.** Since \(S_{\uparrow\uparrow,\uparrow\uparrow}=\tfrac12\), the equal-projection entries of \(D\) all vanish exactly when \(3n_z^2=1\), the magic angle. At the other extreme, \(\mathbf n\) along \(z\) gives \(D=-S\), and nothing is truncated. A transverse component always leaves something to truncate, because

\[
\langle\uparrow\uparrow|D|\downarrow\downarrow\rangle
=\tfrac14(T_{xx}-T_{yy}-2iT_{xy})=-\tfrac34(n_x-in_y)^2
\]

vanishes only for \(n_x=n_y=0\).

**In a simulation.** A program for the spectrum of such a pair can build \(S\) once and, for each crystallite orientation, multiply it by \(\tfrac12(1-3n_z^2)\) and the dipolar constant. Setting the entries of \(D\) with \(M_p\ne M_q\) to zero and multiplying by the dipolar constant must give the same matrix, which makes a convenient check.

## Spins, product states and couplings in Lean

```lean
import Mathlib

open Matrix
open scoped Kronecker

namespace SecularDipolarCoupling

noncomputable section
```

The spin matrices are explicit. Indices 0, 1, 2 mean \(x,y,z\), and within each matrix index 0 is spin up and index 1 is spin down.

```lean
/-- The spin-1/2 matrices; the indices 0, 1, 2 stand for x, y, z. -/
def spin : Fin 3 → Matrix (Fin 2) (Fin 2) ℂ :=
  ![!![0, 1 / 2; 1 / 2, 0], !![0, -(Complex.I / 2); Complex.I / 2, 0], !![1 / 2, 0; 0, -(1 / 2)]]
```

The Kronecker product with the identity lets each spin act on the pair, whose product states are indexed by `Fin 2 × Fin 2`.

```lean
/-- Component `a` of the first spin, acting on the pair. -/
def I1 (a : Fin 3) : Matrix (Fin 2 × Fin 2) (Fin 2 × Fin 2) ℂ := spin a ⊗ₖ 1

/-- Component `a` of the second spin, acting on the pair. -/
def I2 (a : Fin 3) : Matrix (Fin 2 × Fin 2) (Fin 2 × Fin 2) ℂ := 1 ⊗ₖ spin a

/-- The z component of the total spin. -/
def Fz : Matrix (Fin 2 × Fin 2) (Fin 2 × Fin 2) ℂ := I1 2 + I2 2
```

The function `totalProj` gives \(M_p\) as a real number.

```lean
/-- The projection of one spin: 1/2 for up (index 0), -1/2 for down (index 1). -/
def proj : Fin 2 → ℝ := ![1 / 2, -(1 / 2)]

/-- The total projection of a product state. -/
def totalProj (p : Fin 2 × Fin 2) : ℝ := proj p.1 + proj p.2
```

Next come the general bilinear coupling, the operator \(D\) as `dipolar`, its tensor \(T\), and \(S\) as `secularForm`. The dipolar constant, which carries the distance and the gyromagnetic ratios, is left out as an overall factor.

```lean
/-- The bilinear coupling of two spins through a real tensor `T`. -/
def coupling (T : Matrix (Fin 3) (Fin 3) ℝ) : Matrix (Fin 2 × Fin 2) (Fin 2 × Fin 2) ℂ :=
  ∑ a, ∑ b, (T a b : ℂ) • (I1 a * I2 b)

/-- The dipolar coupling `I1·I2 - 3 (I1·n)(I2·n)`. -/
def dipolar (n : Fin 3 → ℝ) : Matrix (Fin 2 × Fin 2) (Fin 2 × Fin 2) ℂ :=
  ∑ a, I1 a * I2 a - (3 : ℂ) • ((∑ a, (n a : ℂ) • I1 a) * ∑ b, (n b : ℂ) • I2 b)

/-- The dipolar tensor, with components `δ_ab - 3 n_a n_b`. -/
def dipolarTensor (n : Fin 3 → ℝ) : Matrix (Fin 3) (Fin 3) ℝ :=
  Matrix.of fun a b => (if a = b then 1 else 0) - 3 * (n a * n b)

/-- The operator `3 I1z I2z - I1·I2`. -/
def secularForm : Matrix (Fin 2 × Fin 2) (Fin 2 × Fin 2) ℂ :=
  (3 : ℂ) • (I1 2 * I2 2) - ∑ a, I1 a * I2 a
```

## Entries and the commutation criterion

Three lemmas reduce operator products to products of single-spin entries, the form used in the derivation.

```lean
/-- A product of components of the two spins is the Kronecker product of the spin matrices. -/
theorem I1_mul_I2 (a b : Fin 3) : I1 a * I2 b = spin a ⊗ₖ spin b := by
  rw [I1, I2, ← Matrix.mul_kronecker_mul, mul_one, one_mul]

/-- The entries of a bilinear coupling between product states. -/
theorem coupling_apply (T : Matrix (Fin 3) (Fin 3) ℝ) (p q : Fin 2 × Fin 2) :
    coupling T p q = ∑ a, ∑ b, (T a b : ℂ) * (spin a p.1 q.1 * spin b p.2 q.2) := by
  simp only [coupling, I1_mul_I2, Matrix.sum_apply, Matrix.smul_apply,
    Matrix.kroneckerMap_apply, smul_eq_mul]

/-- The entries of `3 I1z I2z - I1·I2` between product states. -/
theorem secularForm_apply (p q : Fin 2 × Fin 2) :
    secularForm p q = 3 * (spin 2 p.1 q.1 * spin 2 p.2 q.2)
      - ∑ a, spin a p.1 q.1 * spin a p.2 q.2 := by
  simp only [secularForm, I1_mul_I2, Matrix.sub_apply, Matrix.sum_apply, Matrix.smul_apply,
    Matrix.kroneckerMap_apply, smul_eq_mul]
```

The criterion for commuting with \(F_z\) holds for any complex matrix, Hermitian or not. The proof first shows that `Fz` is diagonal with entries `totalProj p`. It then compares entries of the two products and cancels the nonzero difference of projections.

```lean
/-- An operator commutes with `Fz` exactly when it has no entries between product states
of different total projection. -/
theorem commute_Fz_iff (A : Matrix (Fin 2 × Fin 2) (Fin 2 × Fin 2) ℂ) :
    A * Fz = Fz * A ↔ ∀ p q, totalProj p ≠ totalProj q → A p q = 0 := by
  -- Fz is diagonal in the product states
  have hF : Fz = Matrix.diagonal (fun p => (totalProj p : ℂ)) := by
    have hz : spin 2 = !![1 / 2, 0; 0, -(1 / 2)] := rfl
    ext ⟨i, j⟩ ⟨k, l⟩
    rw [Fz, I1, I2, hz]
    fin_cases i <;> fin_cases j <;> fin_cases k <;> fin_cases l <;>
      norm_num [totalProj, proj, Matrix.diagonal_apply,
        Matrix.kroneckerMap_apply, Matrix.one_apply]
  rw [hF]
  constructor
  · intro h p q hpq
    have e := congrFun (congrFun h p) q
    rw [Matrix.mul_diagonal, Matrix.diagonal_mul] at e
    have e' : ((totalProj p : ℂ) - totalProj q) * A p q = 0 := by linear_combination -e
    exact (mul_eq_zero.mp e').resolve_left (sub_ne_zero.mpr (by exact_mod_cast hpq))
  · intro h
    ext p q
    rw [Matrix.mul_diagonal, Matrix.diagonal_mul]
    by_cases e : totalProj p = totalProj q
    · rw [e, mul_comm]
    · rw [h p q e, zero_mul, mul_zero]
```

With this criterion, the commutation of \(S\) is a check over all pairs of product states. The identity `hI`, \((i/2)^2=-\tfrac14\), supplies the cancellation in the double-quantum entries.

```lean
/-- The operator `3 I1z I2z - I1·I2` commutes with `Fz`. -/
theorem secularForm_commute : secularForm * Fz = Fz * secularForm := by
  have hI : Complex.I / 2 * (Complex.I / 2) = -(1 / 4) := by
    linear_combination (1 / 4) * Complex.I_sq
  rw [commute_Fz_iff]
  have hz : spin 2 = !![1 / 2, 0; 0, -(1 / 2)] := rfl
  rintro ⟨i, j⟩ ⟨k, l⟩
  rw [secularForm_apply, Fin.sum_univ_three, hz]
  fin_cases i <;> fin_cases j <;> fin_cases k <;> fin_cases l <;>
    norm_num [totalProj, proj, spin, hI]
```

## Symmetric traceless tensors

The comparison of entries holds for every real symmetric traceless \(T\), not only the dipolar one. The statement `hb` lists the surviving entries: \(p=q\) or one of the two flip-flops. In the flip-flop cases, `linear_combination` uses the zero trace `ht` and the symmetry `hs` just as the displayed formula does.

```lean
/-- Between product states of equal total projection, a coupling through a symmetric traceless
tensor has the entries of `(T_zz / 2) (3 I1z I2z - I1·I2)`. -/
theorem coupling_secular (T : Matrix (Fin 3) (Fin 3) ℝ) (hT : T.IsSymm) (htr : T.trace = 0)
    (p q : Fin 2 × Fin 2) (h : totalProj p = totalProj q) :
    coupling T p q = (T 2 2 : ℂ) / 2 * secularForm p q := by
  have hI : Complex.I / 2 * (Complex.I / 2) = -(1 / 4) := by
    linear_combination (1 / 4) * Complex.I_sq
  have hs : (T 1 0 : ℂ) = T 0 1 := by exact_mod_cast hT.apply 0 1
  have ht' : T 0 0 + T 1 1 + T 2 2 = 0 := by
    rw [← htr, Matrix.trace, Fin.sum_univ_three]
    rfl
  have ht : (T 0 0 : ℂ) + T 1 1 + T 2 2 = 0 := by exact_mod_cast ht'
  -- equal projection leaves the diagonal and the two flip-flop entries
  have hb : p = q ∨ (p = (0, 1) ∧ q = (1, 0)) ∨ (p = (1, 0) ∧ q = (0, 1)) := by
    obtain ⟨i, j⟩ := p
    obtain ⟨k, l⟩ := q
    revert h
    fin_cases i <;> fin_cases j <;> fin_cases k <;> fin_cases l <;>
      norm_num [totalProj, proj]
  rw [coupling_apply, secularForm_apply]
  rcases hb with rfl | ⟨rfl, rfl⟩ | ⟨rfl, rfl⟩
  · obtain ⟨i, j⟩ := p
    fin_cases i <;> fin_cases j <;> simp [spin, Fin.sum_univ_three] <;> ring
  · simp [spin, Fin.sum_univ_three, hI]
    linear_combination (1 / 4) * ht - Complex.I / 4 * hs
  · simp [spin, Fin.sum_univ_three, hI]
    linear_combination (1 / 4) * ht + Complex.I / 4 * hs
```

Expanding the product of sums identifies \(D\) with the coupling through its tensor.

```lean
/-- The dipolar coupling is the bilinear coupling through the dipolar tensor. -/
theorem dipolar_eq_coupling (n : Fin 3 → ℝ) : dipolar n = coupling (dipolarTensor n) := by
  have hT : ∀ a b, (dipolarTensor n a b : ℂ)
      = (if a = b then 1 else 0) - 3 * ((n a : ℂ) * n b) := by
    intro a b
    by_cases h : a = b <;> simp [dipolarTensor, h]
  simp only [dipolar, coupling, hT, sub_smul, Finset.sum_sub_distrib, ite_smul, one_smul,
    zero_smul, Finset.sum_ite_eq, Finset.mem_univ, if_true, Finset.sum_mul_sum,
    Finset.smul_sum, smul_mul_smul_comm, smul_smul]
```

## The secular operator and its special orientations

In the main theorem, `hn` says that \(\mathbf n\) has unit length, and `B` is an arbitrary complex matrix on the pair. The left side of the equivalence states the two conditions, and the right side gives the one matrix that satisfies them. The unit length enters through `htr`, the vanishing trace. The step `key` is the agreement of entries; uniqueness then follows by treating equal and unequal projections separately.

The theorem is algebraic. That a strong field justifies discarding the other entries is a perturbative argument about the Zeeman energy, and it is not part of the statement. For unlike spins in high field, the flip-flop entries are normally discarded as well, so a different truncation applies.

```lean
/-- For a unit vector `n`, the operator `(1 - 3 n_z²)(3 I1z I2z - I1·I2)/2` is the only one that
commutes with `Fz` and agrees with the dipolar coupling in every entry between product states
of equal total projection. -/
theorem dipolar_secular_iff (n : Fin 3 → ℝ) (hn : ∑ a, n a ^ 2 = 1)
    (B : Matrix (Fin 2 × Fin 2) (Fin 2 × Fin 2) ℂ) :
    (B * Fz = Fz * B ∧ ∀ p q, totalProj p = totalProj q → B p q = dipolar n p q) ↔
      B = ((1 - 3 * (n 2 : ℂ) ^ 2) / 2) • secularForm := by
  have hsymm : (dipolarTensor n).IsSymm := by
    ext a b
    simp only [Matrix.transpose_apply, dipolarTensor, Matrix.of_apply, eq_comm, mul_comm]
  -- the unit length of n makes the tensor traceless
  have htr : (dipolarTensor n).trace = 0 := by
    rw [Fin.sum_univ_three] at hn
    simp only [Matrix.trace, Matrix.diag_apply, dipolarTensor, Matrix.of_apply,
      Fin.sum_univ_three, if_true]
    linear_combination -3 * hn
  have hzz : (dipolarTensor n 2 2 : ℂ) = 1 - 3 * (n 2 : ℂ) ^ 2 := by
    simp [dipolarTensor, pow_two]
  have key : ∀ p q, totalProj p = totalProj q →
      dipolar n p q = (((1 - 3 * (n 2 : ℂ) ^ 2) / 2) • secularForm) p q := by
    intro p q h
    rw [dipolar_eq_coupling, coupling_secular _ hsymm htr p q h, hzz, Matrix.smul_apply,
      smul_eq_mul]
  constructor
  · rintro ⟨hc, he⟩
    ext p q
    by_cases h : totalProj p = totalProj q
    · rw [he p q h, key p q h]
    · rw [(commute_Fz_iff B).1 hc p q h, Matrix.smul_apply,
        (commute_Fz_iff _).1 secularForm_commute p q h, smul_zero]
  · rintro rfl
    exact ⟨by rw [smul_mul_assoc, mul_smul_comm, secularForm_commute],
      fun p q h => (key p q h).symm⟩
```

The magic-angle theorem reads the condition off the \(\uparrow\uparrow\) diagonal entry in one direction, and inserts a zero prefactor in the other.

```lean
/-- Magic angle: for a unit vector `n`, all entries of the dipolar coupling between product
states of equal total projection vanish exactly when `3 n_z² = 1`. -/
theorem magic_angle (n : Fin 3 → ℝ) (hn : ∑ a, n a ^ 2 = 1) :
    (∀ p q, totalProj p = totalProj q → dipolar n p q = 0) ↔ 3 * n 2 ^ 2 = 1 := by
  have key := ((dipolar_secular_iff n hn _).2 rfl).2
  constructor
  · intro h
    have v : secularForm (0, 0) (0, 0) = 1 / 2 := by
      have hz : spin 2 = !![1 / 2, 0; 0, -(1 / 2)] := rfl
      rw [secularForm_apply, Fin.sum_univ_three, hz]
      norm_num [spin]
    have e := key (0, 0) (0, 0) rfl
    rw [h _ _ rfl, Matrix.smul_apply, v, smul_eq_mul] at e
    have e' : 3 * (n 2 : ℂ) ^ 2 = 1 := by linear_combination -4 * e
    exact_mod_cast e'
  · intro h p q hpq
    have e : 3 * (n 2 : ℂ) ^ 2 = 1 := by exact_mod_cast h
    rw [← key p q hpq, Matrix.smul_apply, e, sub_self, zero_div, zero_smul]
```

The last theorem needs no unit length. If \(D\) commutes with \(F_z\), its double-quantum entry is zero, so \(n_x-in_y=0\); the real and imaginary parts give the two components.

```lean
/-- If the full dipolar coupling commutes with `Fz`, then `n` has no transverse component. -/
theorem transverse_eq_zero_of_commute (n : Fin 3 → ℝ)
    (h : dipolar n * Fz = Fz * dipolar n) : n 0 = 0 ∧ n 1 = 0 := by
  have hI : Complex.I / 2 * (Complex.I / 2) = -(1 / 4) := by
    linear_combination (1 / 4) * Complex.I_sq
  -- the double-quantum entry is a perfect square
  have e : dipolar n (0, 0) (1, 1) = -(3 / 4) * ((n 0 : ℂ) - Complex.I * n 1) ^ 2 := by
    rw [dipolar_eq_coupling, coupling_apply]
    simp [spin, dipolarTensor, Fin.sum_univ_three, hI]
    linear_combination (3 / 4) * (n 1 : ℂ) ^ 2 * Complex.I_sq
  rw [(commute_Fz_iff _).1 h (0, 0) (1, 1) (by norm_num [totalProj, proj])] at e
  have z : (n 0 : ℂ) - Complex.I * n 1 = 0 := by
    have z2 : ((n 0 : ℂ) - Complex.I * n 1) ^ 2 = 0 := by linear_combination (4 / 3) * e
    exact pow_eq_zero_iff (two_ne_zero) |>.1 z2
  have r := congrArg Complex.re z
  have i := congrArg Complex.im z
  simp at r i
  exact ⟨r, i⟩

end

end SecularDipolarCoupling
```

```lean
#print axioms SecularDipolarCoupling.dipolar_secular_iff
#print axioms SecularDipolarCoupling.magic_angle
#print axioms SecularDipolarCoupling.transverse_eq_zero_of_commute
```

```
'SecularDipolarCoupling.dipolar_secular_iff' depends on axioms: [propext, Classical.choice, Quot.sound]
'SecularDipolarCoupling.magic_angle' depends on axioms: [propext, Classical.choice, Quot.sound]
'SecularDipolarCoupling.transverse_eq_zero_of_commute' depends on axioms: [propext, Classical.choice, Quot.sound]
```
